# A unit state with at least half its weight on an eigenstate has mean energy within one standard deviation of the eigenvalue

If the mean energy minus one standard deviation is quoted as a lower bound on the ground energy, it can come out too high. Take two levels with energies 0 and 1, and a state with probability 1/5 in the lower one. Its mean energy is 4/5 and its standard deviation 2/5, so the supposed lower bound is 2/5, above the true ground energy 0. The excited state is worse still: its standard deviation is zero and the "bound" is 1. For a Hermitian matrix, a small spread shows that some eigenvalue is near, but not which one. For any Hermitian operator with a ground state, enough weight on that state makes the lower bound valid.

## States, energies and the residual

Let V be a complex inner product space of any dimension, with ⟨·,·⟩ conjugate-linear in the first argument, and H a linear map from V to itself.

```lean
import Mathlib

open scoped InnerProductSpace ComplexConjugate

namespace GroundWeightBound

noncomputable section

variable {V : Type*} [NormedAddCommGroup V] [InnerProductSpace ℂ V]
```

For a unit vector x, the mean energy E is the real part of ⟨x, Hx⟩. In Lean, `energy` is defined for every vector but is a mean only for unit ones.

```lean
/-- The mean energy `Re ⟨x, H x⟩` of a unit state `x`. -/
def energy (H : V →ₗ[ℂ] V) (x : V) : ℝ := (inner ℂ x (H x)).re
```

The residual r = Hx − Ex measures how far x is from being an eigenvector.

```lean
/-- The residual `H x - E x`, with `E` the mean energy of `x`. -/
def residual (H : V →ₗ[ℂ] V) (x : V) : V := H x - (energy H x : ℂ) • x
```

The spread s is the norm of r.

```lean
/-- The energy spread of a unit state: the norm of its residual. -/
def spread (H : V →ₗ[ℂ] V) (x : V) : ℝ := ‖residual H x‖
```

For unit vectors ψ and x, the weight w = |⟨ψ, x⟩|² is the probability of finding the state x in ψ.

```lean
/-- The weight `|⟨ψ, x⟩|²` of the unit state `ψ` in the unit state `x`. -/
def weight (ψ x : V) : ℝ := ‖inner ℂ ψ x‖ ^ 2
```

Hermiticity is the hypothesis `H.IsSymmetric`, meaning ⟨Hx, y⟩ = ⟨x, Hy⟩ for all x and y. Since H acts on all of V, an unbounded Hamiltonian fits only if V is a domain that H maps into itself.

## (a) Expectation values are real

Show that for Hermitian H and any x, the real part in the definition of E discards nothing:

⟨x, Hx⟩ = E.

**Solution.** Conjugation swaps the arguments, and Hermiticity moves H back:

conj⟨x, Hx⟩ = ⟨Hx, x⟩ = ⟨x, Hx⟩.

A number equal to its conjugate equals its real part. The Lean proof does the same, with the first equation as `h`.

```lean
/-- The expectation value of a Hermitian operator is real. -/
theorem inner_eq_energy {H : V →ₗ[ℂ] V} (hH : H.IsSymmetric) (x : V) :
    inner ℂ x (H x) = (energy H x : ℂ) := by
  have h : conj (inner ℂ x (H x)) = inner ℂ x (H x) := by
    rw [inner_conj_symm, hH x x]
  exact (Complex.conj_eq_iff_re.mp h).symm
```

## (b) The spread is the standard deviation

Show that for Hermitian H and a unit state x,

s² = ⟨x, H²x⟩ − E².

**Solution.** Expand the square of the norm:

s² = ‖Hx‖² − 2 Re⟨Hx, Ex⟩ + E²‖x‖².

By Hermiticity and (a), ⟨Hx, Ex⟩ = E⟨x, Hx⟩ = E². With ‖x‖ = 1 this leaves ‖Hx‖² − E², and ‖Hx‖² = ⟨Hx, Hx⟩ = ⟨x, H²x⟩.

In Lean, H² is the composition `H ∘ₗ H`; `h1` is the last identity and `h2` the cross term.

```lean
/-- For Hermitian `H`, the squared spread of a unit state is the variance `⟨H²⟩ - ⟨H⟩²`. -/
theorem spread_sq {H : V →ₗ[ℂ] V} (hH : H.IsSymmetric) {x : V} (hx : ‖x‖ = 1) :
    spread H x ^ 2 = energy (H ∘ₗ H) x - energy H x ^ 2 := by
  have h1 : energy (H ∘ₗ H) x = ‖H x‖ ^ 2 := by
    have h := inner_self_eq_norm_sq (𝕜 := ℂ) (H x)
    rw [hH x (H x)] at h
    exact h
  have h2 : inner ℂ (H x) ((energy H x : ℂ) • x) = ((energy H x ^ 2 : ℝ) : ℂ) := by
    rw [inner_smul_right, hH x x, inner_eq_energy hH x]
    push_cast
    ring
  rw [h1, spread, residual, @norm_sub_sq ℂ, h2, norm_smul, hx, RCLike.re_to_complex,
    Complex.ofReal_re, Complex.norm_real, Real.norm_eq_abs, mul_one, sq_abs]
  ring
```

## (c) The residual is orthogonal to the state

Show that for Hermitian H and a unit state x,

⟨x, r⟩ = 0.

**Solution.** By (a) and ‖x‖ = 1,

⟨x, r⟩ = ⟨x, Hx⟩ − E⟨x, x⟩ = E − E = 0.

```lean
/-- For Hermitian `H`, the residual of a unit state is orthogonal to the state. -/
theorem inner_residual_self {H : V →ₗ[ℂ] V} (hH : H.IsSymmetric) {x : V}
    (hx : ‖x‖ = 1) : inner ℂ x (residual H x) = 0 := by
  rw [residual, inner_sub_right, inner_smul_right, inner_eq_energy hH x,
    inner_self_eq_norm_sq_to_K, hx]
  simp
```

## (d) Weight, energy error and variance

Let ψ be a unit eigenvector, Hψ = E₀ψ with E₀ real; it need not be the ground state. Show that every unit state x satisfies

w(E − E₀)² ≤ (1 − w)s².

**Solution.** Project the residual on ψ, letting H act to the left:

⟨ψ, r⟩ = ⟨Hψ, x⟩ − E⟨ψ, x⟩ = (E₀ − E)⟨ψ, x⟩.

Let φ = ψ − ⟨x, ψ⟩x be the part of ψ orthogonal to x. Since r is orthogonal to x by (c), ⟨φ, r⟩ = ⟨ψ, r⟩. Moreover,

‖φ‖² = 1 − 2w + w = 1 − w.

The Cauchy–Schwarz inequality |⟨φ, r⟩|² ≤ ‖φ‖²‖r‖² is now the claim. Using φ in place of ψ is what gains the factor 1 − w.

In the proof, `h1` is the projection, `h2` the replacement of ψ by φ, `h3` and `h4` the norm of φ, and `h5` the squared Cauchy–Schwarz inequality.

```lean
/-- For Hermitian `H` and a unit eigenvector `ψ` of energy `E₀`, a unit state `x` of energy `E`
satisfies `w (E - E₀)² ≤ (1 - w) s²`, with `w` the weight of `ψ` in `x` and `s` the spread. -/
theorem weight_mul_sq_le {H : V →ₗ[ℂ] V} (hH : H.IsSymmetric) {ψ x : V} {E₀ : ℝ}
    (hψ : ‖ψ‖ = 1) (hE : H ψ = (E₀ : ℂ) • ψ) (hx : ‖x‖ = 1) :
    weight ψ x * (energy H x - E₀) ^ 2 ≤ (1 - weight ψ x) * spread H x ^ 2 := by
  -- project the residual on the eigenvector
  have h1 : inner ℂ ψ (residual H x) = ((E₀ - energy H x : ℝ) : ℂ) * inner ℂ ψ x := by
    rw [residual, inner_sub_right, inner_smul_right, ← hH ψ x, hE, inner_smul_left,
      Complex.conj_ofReal]
    push_cast
    ring
  -- only the part of `ψ` orthogonal to `x` contributes
  have h2 : inner ℂ (ψ - (inner ℂ x ψ : ℂ) • x) (residual H x)
      = inner ℂ ψ (residual H x) := by
    rw [inner_sub_left, inner_smul_left, inner_residual_self hH hx, mul_zero, sub_zero]
  have h3 : inner ℂ ψ ((inner ℂ x ψ : ℂ) • x) = ((‖inner ℂ x ψ‖ ^ 2 : ℝ) : ℂ) := by
    rw [inner_smul_right, ← inner_conj_symm (𝕜 := ℂ) ψ x, Complex.mul_conj,
      Complex.normSq_eq_norm_sq]
  have h4 : ‖ψ - (inner ℂ x ψ : ℂ) • x‖ ^ 2 = 1 - weight ψ x := by
    rw [@norm_sub_sq ℂ, h3, norm_smul, hψ, hx, RCLike.re_to_complex, Complex.ofReal_re,
      weight, norm_inner_symm (𝕜 := ℂ) x ψ]
    ring
  -- Cauchy-Schwarz, squared
  have h5 := pow_le_pow_left₀ (norm_nonneg _)
    (norm_inner_le_norm (𝕜 := ℂ) (ψ - (inner ℂ x ψ : ℂ) • x) (residual H x)) 2
  rw [h2, h1, mul_pow, h4, norm_mul, Complex.norm_real, Real.norm_eq_abs, mul_pow,
    sq_abs] at h5
  unfold spread
  unfold weight at h5 ⊢
  linarith [h5]
```

## (e) An error bound from a known minimum weight

Suppose in addition that w ≥ p for some p > 0. Show that

|E − E₀| ≤ √((1 − p)/p) · s.

**Solution.** Cauchy–Schwarz for the unit vectors ψ and x gives w ≤ 1, hence p ≤ 1 and the root is real. By (d) and p ≤ w,

p(E − E₀)² ≤ w(E − E₀)² ≤ (1 − w)s² ≤ (1 − p)s².

Divide by p and take the root. In Lean, `h1` and `h2` are the outer two inequalities and `key` is the middle one.

In the limit p = 1 the right-hand side vanishes and E = E₀. This is always the case in a one-dimensional V, where any two unit vectors differ only by a phase.

```lean
/-- For Hermitian `H`, if a unit eigenvector of energy `E₀` has weight at least `p > 0` in a unit
state, then the mean energy differs from `E₀` by at most `√((1 - p) / p)` times the spread. -/
theorem abs_energy_sub_le {H : V →ₗ[ℂ] V} (hH : H.IsSymmetric) {ψ x : V} {E₀ p : ℝ}
    (hψ : ‖ψ‖ = 1) (hE : H ψ = (E₀ : ℂ) • ψ) (hx : ‖x‖ = 1)
    (hp : 0 < p) (hw : p ≤ weight ψ x) :
    |energy H x - E₀| ≤ √((1 - p) / p) * spread H x := by
  have hw1 : weight ψ x ≤ 1 := by
    have h := norm_inner_le_norm (𝕜 := ℂ) ψ x
    rw [hψ, hx, mul_one] at h
    exact pow_le_one₀ (norm_nonneg _) h
  have hq : 0 ≤ (1 - p) / p := div_nonneg (by linarith) hp.le
  have hs : 0 ≤ spread H x := norm_nonneg _
  have key := weight_mul_sq_le hH hψ hE hx
  have h1 := mul_le_mul_of_nonneg_right hw (sq_nonneg (energy H x - E₀))
  have h2 := mul_le_mul_of_nonneg_right hw (sq_nonneg (spread H x))
  apply abs_le_of_sq_le_sq _ (mul_nonneg (Real.sqrt_nonneg _) hs)
  rw [mul_pow, Real.sq_sqrt hq, div_mul_eq_mul_div, le_div_iff₀ hp]
  linarith
```

## (f) Half the weight suffices for one standard deviation

Show that w ≥ 1/2 implies

E − s ≤ E₀ ≤ E + s.

**Solution.** Put p = 1/2 in (e). The factor is √1 = 1, so |E − E₀| ≤ s, which is the pair of inequalities.

If ψ is the ground state, the variational principle already gives E₀ ≤ E, and the new information is the lower bound. Together with E it can bracket the ground energy in a variational electronic-structure calculation, provided that E and s are evaluated exactly for the trial state and the weight condition is justified separately: E and s alone do not supply it. If H is restricted to a finite basis, E₀ is the eigenvalue in that basis.

```lean
/-- For Hermitian `H`, if a unit eigenvector of energy `E₀` has weight at least one half in a unit
state of energy `E` and spread `s`, then `E - s ≤ E₀ ≤ E + s`. -/
theorem energy_bounds_of_half_weight {H : V →ₗ[ℂ] V} (hH : H.IsSymmetric) {ψ x : V}
    {E₀ : ℝ} (hψ : ‖ψ‖ = 1) (hE : H ψ = (E₀ : ℂ) • ψ) (hx : ‖x‖ = 1)
    (hw : 1 / 2 ≤ weight ψ x) :
    energy H x - spread H x ≤ E₀ ∧ E₀ ≤ energy H x + spread H x := by
  have h := abs_energy_sub_le hH hψ hE hx (by norm_num) hw
  have h1 : ((1 : ℝ) - 1 / 2) / (1 / 2) = 1 := by norm_num
  rw [h1, Real.sqrt_one, one_mul] at h
  obtain ⟨ha, hb⟩ := abs_le.mp h
  constructor <;> linarith
```

The weight could also have been defined as ‖Px‖², with P the projector onto the whole eigenspace of E₀. For a degenerate level this would make the condition independent of the choice of ψ. The bound itself would stay the same, since for Px ≠ 0 the unit eigenvector ψ = Px/‖Px‖ has exactly this weight in x.

## (g) Mean energy in a two-level system

Let H = diag(0, 1) on ℂ², with components x₀ and x₁ numbered as in Lean.

```lean
/-- The two-level Hamiltonian `diag(0, 1)`. -/
def twoLevel : EuclideanSpace ℂ (Fin 2) →ₗ[ℂ] EuclideanSpace ℂ (Fin 2) where
  toFun x := !₂[(0 : ℂ), x 1]
  map_add' x y := by ext i; fin_cases i <;> simp
  map_smul' c x := by ext i; fin_cases i <;> simp
```

The lower level is the basis vector (1, 0).

```lean
/-- The first basis vector of the two-level system. -/
def ground : EuclideanSpace ℂ (Fin 2) := EuclideanSpace.single 0 1
```

Show that for every x

Re⟨x, Hx⟩ = |x₁|².

**Solution.** Since Hx = (0, x₁), the inner product is conj(x₀)·0 + conj(x₁)x₁ = |x₁|². For a unit state this is the population of the upper level.

```lean
/-- The mean energy in `diag(0, 1)` is the population of the second level. -/
theorem energy_twoLevel (x : EuclideanSpace ℂ (Fin 2)) :
    energy twoLevel x = ‖x 1‖ ^ 2 := by
  rw [Complex.sq_norm, Complex.normSq_apply]
  simp [energy, twoLevel, PiLp.inner_apply, Fin.sum_univ_two]
```

## (h) The lower level is a ground state

Show that H is Hermitian, that g = (1, 0) is a unit vector, and that

Hg = 0·g and Re⟨x, Hx⟩ ≥ 0 for all x.

**Solution.** Both ⟨Hx, y⟩ and ⟨x, Hy⟩ equal conj(x₁)y₁. The vector g has norm 1, and H sends it to zero. The last claim follows from (g), because |x₁|² ≥ 0. So g is an eigenvector of the kind required in (d) to (f), and its energy 0 is the lowest possible.

```lean
/-- `diag(0, 1)` is Hermitian, its first basis vector is a unit eigenvector of energy zero,
and no state has negative mean energy. -/
theorem twoLevel_witness : twoLevel.IsSymmetric ∧ ‖ground‖ = 1 ∧
    twoLevel ground = ((0 : ℝ) : ℂ) • ground ∧ ∀ x, 0 ≤ energy twoLevel x := by
  refine ⟨fun x y => ?_, ?_, ?_, fun x => ?_⟩
  · simp [twoLevel, PiLp.inner_apply, Fin.sum_univ_two]
  · simp [ground]
  · ext i
    fin_cases i <;> simp [twoLevel, ground]
  · rw [energy_twoLevel]
    positivity
```

## (i) Energy and variance from the ground weight

Let x be a unit state and w its weight on g. Show that

E = 1 − w and s² = w(1 − w).

**Solution.** Here w = |x₀|², and normalisation gives |x₁|² = 1 − w, which is E by (g). The residual has components −Ex₀ and (1 − E)x₁, so

s² = E²w + (1 − E)²(1 − w) = (1 − w)²w + w²(1 − w) = w(1 − w).

In Lean, `hn` is the normalisation, and `h0` and `h1` are the two residual components.

```lean
/-- For a unit state of `diag(0, 1)` with ground weight `w`, the mean energy is `1 - w` and
the variance is `w (1 - w)`. -/
theorem twoLevel_values {x : EuclideanSpace ℂ (Fin 2)} (hx : ‖x‖ = 1) :
    energy twoLevel x = 1 - weight ground x ∧
      spread twoLevel x ^ 2 = weight ground x * (1 - weight ground x) := by
  have hw : weight ground x = ‖x 0‖ ^ 2 := by
    simp [weight, ground, EuclideanSpace.inner_single_left]
  have hn : ‖x 0‖ ^ 2 + ‖x 1‖ ^ 2 = 1 := by
    have h := EuclideanSpace.norm_sq_eq x
    rw [hx, Fin.sum_univ_two] at h
    linarith
  have hE : energy twoLevel x = 1 - weight ground x := by
    rw [energy_twoLevel, hw]
    linarith
  refine ⟨hE, ?_⟩
  -- the two components of the residual
  have h0 : residual twoLevel x 0 = ((-energy twoLevel x : ℝ) : ℂ) * x 0 := by
    simp [residual, twoLevel]
  have h1 : residual twoLevel x 1 = ((1 - energy twoLevel x : ℝ) : ℂ) * x 1 := by
    simp [residual, twoLevel, sub_mul]
  have h2 : ‖x 1‖ ^ 2 = 1 - weight ground x := by rw [hw]; linarith
  rw [spread, EuclideanSpace.norm_sq_eq, Fin.sum_univ_two, h0, h1, norm_mul, norm_mul,
    Complex.norm_real, Complex.norm_real, Real.norm_eq_abs, Real.norm_eq_abs, mul_pow,
    mul_pow, sq_abs, sq_abs, h2, ← hw, hE]
  ring
```

## (j) The threshold one half is sharp

Show that for a unit state x of this two-level system

E − s ≤ 0 if and only if w ≥ 1/2.

**Solution.** By (i) the left side says 1 − w ≤ s. Both sides are non-negative, so squaring gives the equivalent condition

(1 − w)² ≤ w(1 − w), that is, (1 − w)(1 − 2w) ≤ 0.

If w ≥ 1/2, the first factor is non-negative and the second is not positive, so the condition holds. If w < 1/2, both factors are positive and it fails. In this system the lower bound in (f) therefore breaks down for every smaller ground weight, as it did for the state with weight 1/5.

Lean treats the two directions separately: the first assumes w < 1/2 and squares to reach a contradiction, the second compares the squares and takes the root.

```lean
/-- For a unit state of `diag(0, 1)`, the lower bound `E - s ≤ 0` on the ground energy holds
exactly when the ground weight is at least one half. -/
theorem twoLevel_bound_iff {x : EuclideanSpace ℂ (Fin 2)} (hx : ‖x‖ = 1) :
    energy twoLevel x - spread twoLevel x ≤ 0 ↔ 1 / 2 ≤ weight ground x := by
  obtain ⟨hE, hs⟩ := twoLevel_values hx
  have hE0 := twoLevel_witness.2.2.2 x
  have hs0 : 0 ≤ spread twoLevel x := norm_nonneg _
  rw [hE] at hE0 ⊢
  constructor
  · intro h
    by_contra hlt
    have hlt' : weight ground x < 1 / 2 := not_le.mp hlt
    have h1 := pow_le_pow_left₀ hE0 (sub_nonpos.mp h) 2
    rw [hs] at h1
    nlinarith
  · intro h
    have h1 : (1 - weight ground x) ^ 2 ≤ spread twoLevel x ^ 2 := by
      rw [hs]
      nlinarith
    linarith [le_abs_self (1 - weight ground x), abs_le_of_sq_le_sq h1 hs0]

end

end GroundWeightBound
```

```lean
#print axioms GroundWeightBound.spread_sq
#print axioms GroundWeightBound.energy_bounds_of_half_weight
#print axioms GroundWeightBound.twoLevel_bound_iff
```

```
'GroundWeightBound.spread_sq' depends on axioms: [propext, Classical.choice, Quot.sound]
'GroundWeightBound.energy_bounds_of_half_weight' depends on axioms: [propext, Classical.choice, Quot.sound]
'GroundWeightBound.twoLevel_bound_iff' depends on axioms: [propext, Classical.choice, Quot.sound]
```
